# Momentum-sector dimensions of a spin ring of prime length

A translation-invariant spin Hamiltonian on a ring splits into one block for each momentum, and exact diagonalisation can treat these blocks separately. For a finite spin-1/2 ring of prime length \(p\), with no restriction on magnetisation, the block with translation eigenvalue 1 has dimension \((2^p-2)/p+2\), and each of the other \(p-1\) blocks has dimension \((2^p-2)/p\). The derivation below allows \(d\) levels per site.

In Lean 4 with Mathlib:

```lean
import Mathlib

open Finset

namespace SpinRingMomentum
```

## States and translation

Sites are integers modulo \(N\), which closes the ring. A configuration \(s\) assigns one of \(d\) levels to each site, and a state \(\psi\) is a complex function of configurations, so the space has dimension \(d^N\) for \(N>0\).

```lean
/-- Many-particle states on a ring of `N` sites with `d` levels per site: complex functions of
the configurations. -/
abbrev State (N d : ℕ) := (ZMod N → Fin d) → ℂ
```

Translation acts by \((T\psi)(s)=\psi(s(\cdot+1))\). No fermionic sign appears, so this describes spins and not electrons hopping on the ring. An eigenvalue \(\omega=e^{iq}\) labels the sector of momentum \(q\), whose sign depends on this choice of direction.

```lean
/-- Translation by one site, `(T ψ)(s) = ψ(s(· + 1))`. -/
def translation (N d : ℕ) : Module.End ℂ (State N d) where
  toFun ψ := fun s => ψ (fun x => s (x + 1))
  map_add' _ _ := rfl
  map_smul' _ _ := rfl
```

The count will need the configurations with \(s(x+k)=s(x)\) at every site \(x\). Call their number \(F_k\). `NeZero N` says that the ring has at least one site.

```lean
/-- The configurations that are unchanged by a shift through `k` sites. -/
def invariantConfigs (N d : ℕ) [NeZero N] (k : ℕ) : Finset (ZMod N → Fin d) :=
  univ.filter fun s => ∀ x, s (x + k) = s x
```

For a phase \(\omega\), the Bloch sum is

\[
P_\omega=\frac1N\sum_{k=0}^{N-1}\omega^{-k}T^k .
\]

```lean
/-- The Bloch sum `(1/N) ∑ₖ ω⁻ᵏ Tᵏ` over the translations of the ring, for `N > 0` and
`ω ≠ 0`. -/
noncomputable def blochProjector (N d : ℕ) (ω : ℂ) : Module.End ℂ (State N d) :=
  (N : ℂ)⁻¹ • ∑ k ∈ range N, (ω⁻¹) ^ k • translation N d ^ k
```

## Bloch sums project onto momentum sectors

By induction on \(k\),

\[
(T^{k+1}\psi)(s)=(T^k\psi)(s(\cdot+1))=\psi(s(\cdot+k+1)).
\]

```lean
/-- Applying the translation `k` times shifts the configuration by `k` sites. -/
theorem translation_pow_apply {N d : ℕ} (k : ℕ) (ψ : State N d) (s : ZMod N → Fin d) :
    (translation N d ^ k) ψ s = ψ (fun x => s (x + k)) := by
  induction k generalizing s with
  | zero => simp
  | succ k ih =>
    rw [pow_succ', Module.End.mul_apply]
    change (translation N d ^ k) ψ (fun x => s (x + 1)) = _
    rw [ih]
    simp only [Nat.cast_add, Nat.cast_one, add_assoc]
```

Since \(N=0\) modulo \(N\), it follows that \(T^N=1\), the Born-von Karman condition.

```lean
/-- Born-von Karman condition: `N` translations bring the ring of `N` sites back to itself. -/
theorem translation_pow_card (N d : ℕ) : translation N d ^ N = 1 :=
  LinearMap.ext fun ψ => funext fun s => by
    rw [translation_pow_apply]
    simp
```

Let \(\omega^N=1\). The term \(\omega^{-k}T^k\) is then the same at \(k=N\) as at \(k=0\), so the sum may be shifted by one:

\[
TP_\omega=\frac{\omega}{N}\sum_{k=0}^{N-1}\omega^{-(k+1)}T^{k+1}=\omega P_\omega .
\]

Every \(P_\omega\psi\) therefore lies in the \(\omega\)-eigenspace. Conversely, if \(T\psi=\omega\psi\), then \(P_\omega\psi=\frac1N\sum_k\omega^{-k}\omega^k\psi=\psi\). These are the two halves of `LinearMap.IsProj`; `hshift` is the shift of the sum.

```lean
/-- If `ω ^ N = 1`, the Bloch sum is a projector onto the states that translation multiplies
by `ω`. -/
theorem blochProjector_isProj {N d : ℕ} [NeZero N] {ω : ℂ} (hω : ω ^ N = 1) :
    LinearMap.IsProj (Module.End.eigenspace (translation N d) ω) (blochProjector N d ω) := by
  have hN : (N : ℂ) ≠ 0 := Nat.cast_ne_zero.mpr (NeZero.ne N)
  have hω0 : ω ≠ 0 := by
    rintro rfl
    simp [zero_pow (NeZero.ne N)] at hω
  constructor
  · intro ψ
    rw [Module.End.mem_eigenspace_iff]
    have key : translation N d * blochProjector N d ω = ω • blochProjector N d ω := by
      let f : ℕ → Module.End ℂ (State N d) := fun k => (ω⁻¹) ^ k • translation N d ^ k
      -- the summand is periodic, so the sum may be shifted by one
      have hshift : ∑ k ∈ range N, f (k + 1) = ∑ k ∈ range N, f k := by
        have h := (sum_range_succ' f N).symm.trans (sum_range_succ f N)
        have hf : f N = f 0 := by simp [f, translation_pow_card, inv_pow, hω]
        rw [hf] at h
        exact add_right_cancel h
      have hstep : ∀ k, translation N d * f k = ω • f (k + 1) := by
        intro k
        simp only [f]
        rw [mul_smul_comm, ← pow_succ', smul_smul, pow_succ' (ω⁻¹), ← mul_assoc,
          mul_inv_cancel₀ hω0, one_mul]
      change translation N d * ((N : ℂ)⁻¹ • ∑ k ∈ range N, f k)
        = ω • ((N : ℂ)⁻¹ • ∑ k ∈ range N, f k)
      rw [mul_smul_comm, mul_sum, sum_congr rfl (fun k _ => hstep k), ← smul_sum, hshift,
        smul_comm]
    exact LinearMap.congr_fun key ψ
  · intro ψ hψ
    rw [Module.End.mem_eigenspace_iff] at hψ
    have hpow : ∀ k : ℕ, (translation N d ^ k) ψ = ω ^ k • ψ := by
      intro k
      induction k with
      | zero => simp
      | succ k ih => rw [pow_succ', Module.End.mul_apply, ih, map_smul, hψ, smul_smul, pow_succ]
    have hphase : ∀ k : ℕ, (ω⁻¹) ^ k * ω ^ k = 1 := fun k => by
      rw [← mul_pow, inv_mul_cancel₀ hω0, one_pow]
    simp only [blochProjector, LinearMap.smul_apply, LinearMap.sum_apply, hpow, smul_smul,
      hphase, one_smul, sum_const, card_range]
    rw [← Nat.cast_smul_eq_nsmul ℂ, smul_smul, inv_mul_cancel₀ hN, one_smul]
```

## Dimensions from traces

In the basis of single configurations, the diagonal element of \(T^k\) at \(s\) is 1 if \(s(\cdot+k)=s\) and 0 otherwise. Hence \(\operatorname{tr}T^k=F_k\). The proof computes this matrix trace and splits on whether \(s\) is invariant.

```lean
/-- The trace of a translation by `k` sites is the number of configurations it leaves
unchanged. -/
theorem trace_translation_pow (N d : ℕ) [NeZero N] (k : ℕ) :
    LinearMap.trace ℂ (State N d) (translation N d ^ k) = ((invariantConfigs N d k).card : ℂ) := by
  rw [LinearMap.trace_eq_matrix_trace ℂ (Pi.basisFun ℂ (ZMod N → Fin d)), Matrix.trace,
    invariantConfigs, card_filter, Nat.cast_sum]
  refine sum_congr rfl fun s _ => ?_
  simp only [Matrix.diag_apply, LinearMap.toMatrix_apply, Pi.basisFun_apply, Pi.basisFun_repr,
    translation_pow_apply, Pi.single_apply]
  by_cases h : ∀ x, s (x + k) = s x
  · rw [if_pos (funext h), if_pos h, Nat.cast_one]
  · rw [if_neg (fun e => h (fun x => congrFun e x)), if_neg h, Nat.cast_zero]
```

The trace of a projector is the dimension of its range. Writing \(D_\omega\) for the dimension of the \(\omega\)-eigenspace, `Module.finrank` in the code, we get for any \(N>0\) and \(\omega^N=1\)

\[
N D_\omega=\sum_{k=0}^{N-1}\omega^{-k}F_k .
\]

```lean
/-- Sector dimension on a ring of any length `N > 0`: for `ω ^ N = 1`, `N` times the dimension
is the sum over shifts `k` of `ω⁻ᵏ` times the number of configurations invariant under `k`. -/
theorem card_mul_finrank_sector {N d : ℕ} [NeZero N] {ω : ℂ} (hω : ω ^ N = 1) :
    (N : ℂ) * (Module.finrank ℂ (Module.End.eigenspace (translation N d) ω) : ℂ)
      = ∑ k ∈ range N, (ω⁻¹) ^ k * ((invariantConfigs N d k).card : ℂ) := by
  have hN : (N : ℂ) ≠ 0 := Nat.cast_ne_zero.mpr (NeZero.ne N)
  -- the dimension is the trace of the projector
  rw [← (blochProjector_isProj (d := d) hω).trace, blochProjector, map_smul, map_sum,
    smul_eq_mul, mul_inv_cancel_left₀ hN]
  refine sum_congr rfl fun k _ => ?_
  rw [map_smul, smul_eq_mul, trace_translation_pow]
```

## Prime length

Now let \(N=p\) be prime and \(k\) not a multiple of \(p\). Invariance gives \(s(nk)=s(0)\) for every natural number \(n\). Because \(k\) is invertible modulo \(p\), some \(n\) satisfies \(nk=x\) for any given site \(x\), so \(s\) is uniform. There are \(d\) uniform configurations, and \(F_k=d\).

```lean
/-- On a ring of prime length `p`, a shift by `k` sites with `k` not a multiple of `p` leaves
exactly `d` configurations unchanged. -/
theorem card_invariantConfigs_prime {p d : ℕ} [Fact p.Prime] {k : ℕ} (hk : (k : ZMod p) ≠ 0) :
    (invariantConfigs p d k).card = d := by
  have h : invariantConfigs p d k = univ.image (fun (a : Fin d) (_ : ZMod p) => a) := by
    ext s
    simp only [invariantConfigs, mem_filter, mem_univ, true_and, mem_image]
    constructor
    · intro hs
      -- repeated shifts by `k` reach every site
      have hn : ∀ n : ℕ, s ((n : ZMod p) * k) = s 0 := by
        intro n
        induction n with
        | zero => simp
        | succ n ih => rw [Nat.cast_succ, add_mul, one_mul, hs, ih]
      refine ⟨s 0, funext fun x => ?_⟩
      have hx := hn (x * (k : ZMod p)⁻¹).val
      rw [ZMod.natCast_zmod_val, mul_assoc, inv_mul_cancel₀ hk, mul_one] at hx
      exact hx.symm
    · rintro ⟨a, rfl⟩ x
      rfl
  rw [h, card_image_of_injective _ (fun a b hab => congrFun hab 0), Finset.card_univ,
    Fintype.card_fin]
```

With \(F_0=d^p\), the counting formula becomes

\[
pD_\omega=d^p-d+d\sum_{k=0}^{p-1}\omega^{-k}.
\]

For \(\omega=1\) the sum is \(p\). For any other \(p\)-th root of unity, \((1-\omega^{-1})\sum_k\omega^{-k}=1-\omega^{-p}=0\), so the sum vanishes. Thus

\[
D_1=\frac{d^p-d}{p}+d,\qquad D_\omega=\frac{d^p-d}{p}\quad(\omega\ne1).
\]

In the proof, `count` is the displayed formula for \(pD_\omega\). The result is then carried from complex to natural numbers, and on to the rationals, where the division in the statement is ordinary division.

Primality matters. For \(N=4\), \(d=2\), the alternating configurations also survive a shift by two, so \(F_0,\dots,F_3=16,2,4,2\). The sectors \(\omega=1,i,-1,-i\) have dimensions \(6,3,4,3\), whereas the prime-length expression for \(\omega\ne1\) would give \(7/2\).

```lean
/-- Momentum sectors of a ring of prime length `p` with `d` levels per site: translation has
eigenspace dimension `(d^p - d)/p + d` for eigenvalue `1`, and `(d^p - d)/p` for every other
`p`-th root of unity. -/
theorem momentum_sectors (p d : ℕ) [hp : Fact p.Prime] :
    (Module.finrank ℂ (Module.End.eigenspace (translation p d) 1) : ℚ)
        = ((d : ℚ) ^ p - d) / p + d ∧
    ∀ ω : ℂ, ω ^ p = 1 → ω ≠ 1 →
      (Module.finrank ℂ (Module.End.eigenspace (translation p d) ω) : ℚ)
        = ((d : ℚ) ^ p - d) / p := by
  have hp0 : (p : ℚ) ≠ 0 := Nat.cast_ne_zero.mpr hp.out.ne_zero
  -- separate the identity from the proper shifts
  have count : ∀ ω : ℂ, ω ^ p = 1 →
      (p : ℂ) * (Module.finrank ℂ (Module.End.eigenspace (translation p d) ω) : ℂ)
        = d * ∑ k ∈ range p, (ω⁻¹) ^ k + ((d : ℂ) ^ p - d) := by
    intro ω hω
    have hterm : ∀ k ∈ range p, (ω⁻¹) ^ k * ((invariantConfigs p d k).card : ℂ)
        = d * (ω⁻¹) ^ k + if k = 0 then (d : ℂ) ^ p - d else 0 := by
      intro k hk
      by_cases h0 : k = 0
      · subst h0
        have hc : (invariantConfigs p d 0).card = d ^ p := by
          simp [invariantConfigs, ZMod.card]
        rw [hc, if_pos rfl]
        push_cast
        ring
      · have hk0 : (k : ZMod p) ≠ 0 := fun h =>
          not_le_of_gt (mem_range.mp hk)
            (Nat.le_of_dvd (Nat.pos_of_ne_zero h0) ((CharP.cast_eq_zero_iff (ZMod p) p k).mp h))
        rw [card_invariantConfigs_prime hk0, if_neg h0]
        ring
    rw [card_mul_finrank_sector hω, sum_congr rfl hterm, sum_add_distrib, ← mul_sum,
      sum_ite_eq', if_pos (mem_range.mpr hp.out.pos)]
  constructor
  · have h := count 1 (one_pow p)
    simp only [inv_one, one_pow, sum_const, card_range, nsmul_eq_mul, mul_one] at h
    have h1 : p * Module.finrank ℂ (Module.End.eigenspace (translation p d) 1) + d
        = d ^ p + d * p := by
      have h2 : (p : ℂ) * (Module.finrank ℂ (Module.End.eigenspace (translation p d) 1) : ℂ) + d
          = (d : ℂ) ^ p + d * p := by linear_combination h
      exact_mod_cast h2
    have h3 : (p : ℚ) * (Module.finrank ℂ (Module.End.eigenspace (translation p d) 1) : ℚ) + d
        = (d : ℚ) ^ p + d * p := by exact_mod_cast h1
    rw [← sub_eq_iff_eq_add, eq_div_iff hp0]
    linear_combination h3
  · intro ω hω hne
    -- the phases of a non-trivial momentum sum to zero
    have hg := mul_neg_geom_sum ω⁻¹ p
    rw [inv_pow, hω, inv_one, sub_self] at hg
    have hinv : ω⁻¹ ≠ 1 := fun h => hne (inv_eq_one.mp h)
    have hs := (mul_eq_zero.mp hg).resolve_left (sub_ne_zero.mpr hinv.symm)
    have h := count ω hω
    rw [hs] at h
    have h1 : p * Module.finrank ℂ (Module.End.eigenspace (translation p d) ω) + d = d ^ p := by
      have h2 : (p : ℂ) * (Module.finrank ℂ (Module.End.eigenspace (translation p d) ω) : ℂ) + d
          = (d : ℂ) ^ p := by linear_combination h
      exact_mod_cast h2
    have h3 : (p : ℚ) * (Module.finrank ℂ (Module.End.eigenspace (translation p d) ω) : ℚ) + d
        = (d : ℚ) ^ p := by exact_mod_cast h1
    rw [eq_div_iff hp0]
    linear_combination h3
```

Setting \(d=2\) gives the spin-1/2 ring. At \(p=2\) translation swaps the two spins, and the dimensions 3 and 1 are those of the triplet and the singlet.

```lean
/-- The spin-1/2 ring of prime length `p`: dimension `(2^p - 2)/p + 2` for eigenvalue `1` of
translation, and `(2^p - 2)/p` for every other `p`-th root of unity. -/
theorem momentum_sectors_spin_half (p : ℕ) [Fact p.Prime] :
    (Module.finrank ℂ (Module.End.eigenspace (translation p 2) 1) : ℚ)
        = ((2 : ℚ) ^ p - 2) / p + 2 ∧
    ∀ ω : ℂ, ω ^ p = 1 → ω ≠ 1 →
      (Module.finrank ℂ (Module.End.eigenspace (translation p 2) ω) : ℚ)
        = ((2 : ℚ) ^ p - 2) / p :=
  momentum_sectors p 2
```

## Every allowed momentum occurs

If \(T\psi=\omega\psi\) with \(\psi\ne0\), then \(\psi=T^p\psi=\omega^p\psi\), so \(\omega^p=1\). Conversely, for \(d\ge2\) we have \(d^p>d\), so each dimension found above is positive and each \(p\)-th root of unity is an eigenvalue. With \(d=1\) this fails: there is a single configuration, and 1 is the only eigenvalue.

```lean
/-- With at least two levels per site and prime length `p`, the eigenvalues of translation are
exactly the `p`-th roots of unity. -/
theorem hasEigenvalue_translation_iff {p d : ℕ} [hp : Fact p.Prime] (hd : 1 < d) (ω : ℂ) :
    Module.End.HasEigenvalue (translation p d) ω ↔ ω ^ p = 1 := by
  constructor
  · intro h
    obtain ⟨ψ, hψ⟩ := h.exists_hasEigenvector
    have e := hψ.pow_apply p
    rw [translation_pow_card, Module.End.one_apply] at e
    have hz : (ω ^ p - 1) • ψ = 0 := by rw [sub_smul, ← e, one_smul, sub_self]
    exact sub_eq_zero.mp ((smul_eq_zero.mp hz).resolve_right hψ.2)
  · intro hω hbot
    have hbot' : Module.End.eigenspace (translation p d) ω = ⊥ := hbot
    have h0 : Module.finrank ℂ (Module.End.eigenspace (translation p d) ω) = 0 := by
      rw [hbot', finrank_bot]
    have hlt : d < d ^ p := calc
      d = d ^ 1 := (pow_one d).symm
      _ < d ^ p := Nat.pow_lt_pow_right hd hp.out.one_lt
    -- every sector has positive dimension
    have hpos : (0 : ℚ) < ((d : ℚ) ^ p - d) / p :=
      div_pos (sub_pos.mpr (by exact_mod_cast hlt)) (by exact_mod_cast hp.out.pos)
    by_cases h1 : ω = 1
    · subst h1
      have h := (momentum_sectors p d).1
      rw [h0, Nat.cast_zero] at h
      have hd0 : (0 : ℚ) ≤ d := Nat.cast_nonneg d
      linarith
    · have h := (momentum_sectors p d).2 ω hω h1
      rw [h0, Nat.cast_zero] at h
      linarith

end SpinRingMomentum
```

```lean
#print axioms SpinRingMomentum.momentum_sectors_spin_half
#print axioms SpinRingMomentum.hasEigenvalue_translation_iff
```

```
'SpinRingMomentum.momentum_sectors_spin_half' depends on axioms: [propext, Classical.choice, Quot.sound]
'SpinRingMomentum.hasEigenvalue_translation_iff' depends on axioms: [propext, Classical.choice, Quot.sound]
```
